# The noise-free GJF integrator damps a harmonic oscillator exactly when hw < 2, at any positive friction

A stiff bond in a Langevin simulation vibrates about its minimum while friction drains its energy. With the noise off, the exact motion always comes to rest. A discretised motion can fail to do so when the time step is too long, and one may ask whether stronger friction permits a longer step.

For the Grønbech-Jensen–Farago (GJF) integrator and a harmonic force, it does not. Let $g>0$ be the friction rate, so that the drag per unit mass is $-g$ times the velocity, $h>0$ the time step and $w>0$ the angular frequency that the oscillator has without friction, and set

$$b=\frac{1}{1+gh/2},\qquad a=b\,(1-gh/2).$$

Every solution of

$$x_{n+2}=b(2-h^2w^2)\,x_{n+1}-a\,x_n$$

tends to zero if and only if $hw<2$.

## Choosing the step for a stiff bond

For a code that uses this integrator, the bound gives a ceiling on the step for a stiff, nearly harmonic bond; accuracy may call for a shorter one. In the model of one noise-free harmonic oscillator, raising $g$ does not raise the limit $h<2/w$. A single spring run with the noise off, on either side of the limit, makes a simple check of an implementation.

## From the updates to the recurrence

Write $s=gh/2$ and $k=h^2w^2$. The updates with force $-w^2x$ per unit mass are

$$x_{n+1}=x_n+bh\,v_n-\tfrac{bk}{2}x_n,\qquad v_{n+1}=a\,v_n-\tfrac{hw^2}{2}(a\,x_n+x_{n+1}).$$

Write the position update for $x_{n+2}$, insert $v_{n+1}$, and replace $bh\,v_n$ by $x_{n+1}-x_n+\tfrac{bk}{2}x_n$. The terms in $abk\,x_n$ cancel, leaving $x_{n+2}=(1+a-bk)x_{n+1}-a\,x_n$. Since $1+a=2b$, this is the recurrence.

## Energy loss below the bound

Multiplying the recurrence by $1+s$ and rearranging gives

$$x_{n+2}-2x_{n+1}+x_n+k\,x_{n+1}=-s\,(x_{n+2}-x_n).$$

Multiply by $x_{n+2}-x_n$. With $E_n=(x_{n+1}-x_n)^2+k\,x_{n+1}x_n$, the result is

$$E_{n+1}-E_n=-s\,(x_{n+2}-x_n)^2.$$

Completing the square gives

$$E_n=\Bigl(x_{n+1}-\tfrac{2-k}{2}x_n\Bigr)^2+\tfrac{k(4-k)}{4}x_n^2.$$

For $hw<2$ we have $0<k<4$, so $E_n\ge 0$. Being nonincreasing, $E_n$ converges, and hence $d_n=x_{n+2}-x_n\to0$. The recurrence also reads $(1+s)d_n=(2-k)x_{n+1}-2x_n$. Adding twice this equation to $(2-k)$ times its successor eliminates $x_{n+1}$:

$$k(4-k)\,x_n=\bigl[(2-k)^2-2(1+s)\bigr]d_n-(2-k)(1+s)\,d_{n+1}.$$

The right side tends to zero, so $x_n\to0$. The position update then gives $v_n\to0$.

## The alternating mode at and above the bound

Trying $x_n=r^n$ gives $r^2-tr+a=0$ with $t=b(2-k)$. If $hw\ge2$, then $k\ge4$ and $-t\ge2b=1+a>0$. Hence $t^2-4a\ge(1-a)^2$, and the lower root satisfies

$$r=\frac{t-\sqrt{t^2-4a}}{2}\le\frac{-(1+a)-(1-a)}{2}=-1.$$

So $|r^n|\ge1$ for all $n$. In the limiting case $hw=2$ the root is $r=-1$: in this mode the position flips sign each step at constant amplitude, whatever the friction.

## Definitions and proofs in Lean

```lean
import Mathlib

open Filter Topology

namespace GJFLangevinStability

noncomputable section

/-- The factor `b = 1 / (1 + g h / 2)` for friction `g` and time step `h`,
with domain `1 + g h / 2 ≠ 0`. -/
def damp (g h : ℝ) : ℝ := 1 / (1 + g * h / 2)

/-- The velocity attenuation `a = b (1 - g h / 2)`, with domain `1 + g h / 2 ≠ 0`. -/
def atten (g h : ℝ) : ℝ := damp g h * (1 - g * h / 2)

/-- Positions `x` and velocities `v` follow the noise-free Gronbech-Jensen-Farago updates
for a harmonic oscillator of angular frequency `w`. -/
structure IsTrajectory (g h w : ℝ) (x v : ℕ → ℝ) : Prop where
  pos : ∀ n, x (n + 1) = x n + damp g h * h * v n - damp g h * h ^ 2 / 2 * (w ^ 2 * x n)
  vel : ∀ n, v (n + 1) = atten g h * v n - h / 2 * (w ^ 2 * (atten g h * x n + x (n + 1)))

/-- The positions `x` obey the noise-free two-step recurrence of the integrator. -/
def IsSolution (g h w : ℝ) (x : ℕ → ℝ) : Prop :=
  ∀ n, x (n + 2) = damp g h * (2 - h ^ 2 * w ^ 2) * x (n + 1) - atten g h * x n

/-- A discrete energy: squared displacement per step plus a harmonic term that couples
consecutive positions. -/
def energy (h w : ℝ) (x : ℕ → ℝ) (n : ℕ) : ℝ :=
  (x (n + 1) - x n) ^ 2 + h ^ 2 * w ^ 2 * (x (n + 1) * x n)

/-- The factor `b` is the inverse of `1 + g h / 2` for nonnegative friction. -/
theorem damp_mul {g h : ℝ} (hg : 0 ≤ g) (hh : 0 < h) :
    damp g h * (1 + g * h / 2) = 1 := by
  have hp : 1 + g * h / 2 ≠ 0 := by positivity
  exact one_div_mul_cancel hp

/-- Eliminating the velocities from a trajectory gives the two-step recurrence for the
positions. -/
theorem IsTrajectory.isSolution {g h w : ℝ} {x v : ℕ → ℝ} (hg : 0 ≤ g) (hh : 0 < h)
    (T : IsTrajectory g h w x v) : IsSolution g h w x := by
  intro n
  have hab : 1 + atten g h = 2 * damp g h := by
    unfold atten
    linear_combination -damp_mul hg hh
  have p1 : x (n + 2) = x (n + 1) + damp g h * h * v (n + 1)
      - damp g h * h ^ 2 / 2 * (w ^ 2 * x (n + 1)) := T.pos (n + 1)
  linear_combination p1 + damp g h * h * T.vel n - atten g h * T.pos n + x (n + 1) * hab

/-- The recurrence with the denominator `1 + g h / 2` cleared. -/
theorem IsSolution.balance {g h w : ℝ} {x : ℕ → ℝ} (hg : 0 ≤ g) (hh : 0 < h)
    (hx : IsSolution g h w x) (n : ℕ) :
    (1 + g * h / 2) * x (n + 2)
      = (2 - h ^ 2 * w ^ 2) * x (n + 1) - (1 - g * h / 2) * x n := by
  rw [hx n]
  unfold atten
  linear_combination
    ((2 - h ^ 2 * w ^ 2) * x (n + 1) - (1 - g * h / 2) * x n) * damp_mul hg hh

/-- In each step the discrete energy drops by `g h / 2` times the squared displacement over
two steps. -/
theorem energy_step {g h w : ℝ} {x : ℕ → ℝ} (hg : 0 ≤ g) (hh : 0 < h)
    (hx : IsSolution g h w x) (n : ℕ) :
    energy h w x (n + 1) = energy h w x n - g * h / 2 * (x (n + 2) - x n) ^ 2 := by
  change (x (n + 2) - x (n + 1)) ^ 2 + h ^ 2 * w ^ 2 * (x (n + 2) * x (n + 1))
    = (x (n + 1) - x n) ^ 2 + h ^ 2 * w ^ 2 * (x (n + 1) * x n)
      - g * h / 2 * (x (n + 2) - x n) ^ 2
  linear_combination (x (n + 2) - x n) * hx.balance hg hh n

/-- The discrete energy bounds the squared position, with a prefactor that is positive
for `0 < h w < 2`. -/
theorem energy_lower {h w : ℝ} (hh : 0 < h) (hw : 0 < w) (hs : h * w < 2) (x : ℕ → ℝ) :
    0 < h ^ 2 * w ^ 2 * (4 - h ^ 2 * w ^ 2) ∧
      ∀ n, h ^ 2 * w ^ 2 * (4 - h ^ 2 * w ^ 2) / 4 * x n ^ 2 ≤ energy h w x n := by
  constructor
  · have p : 0 < h * w := mul_pos hh hw
    have q : 0 < (2 - h * w) * (2 + h * w) := mul_pos (by linarith) (by linarith)
    have e : h ^ 2 * w ^ 2 * (4 - h ^ 2 * w ^ 2)
        = (h * w) ^ 2 * ((2 - h * w) * (2 + h * w)) := by ring
    rw [e]
    exact mul_pos (pow_pos p 2) q
  · intro n
    unfold energy
    -- complete the square in the later position
    linarith [sq_nonneg (x (n + 1) - (2 - h ^ 2 * w ^ 2) / 2 * x n)]

/-- For positive friction, time step and frequency with `h w < 2`, every solution tends to zero. -/
theorem IsSolution.tendsto_zero {g h w : ℝ} {x : ℕ → ℝ} (hg : 0 < g) (hh : 0 < h)
    (hw : 0 < w) (hs : h * w < 2) (hx : IsSolution g h w x) :
    Tendsto x atTop (𝓝 0) := by
  obtain ⟨hD, hlow⟩ := energy_lower hh hw hs x
  have anti : Antitone (energy h w x) := antitone_nat_of_succ_le fun n => by
    rw [energy_step hg.le hh hx n]
    have : 0 ≤ g * h / 2 * (x (n + 2) - x n) ^ 2 := by positivity
    linarith
  have bdd : BddBelow (Set.range (energy h w x)) := by
    refine ⟨0, ?_⟩
    rintro _ ⟨n, rfl⟩
    exact le_trans (mul_nonneg (by linarith) (sq_nonneg _)) (hlow n)
  -- the energy converges, so the dissipated amount per step vanishes
  have hlim := tendsto_atTop_ciInf anti bdd
  have h1 := (hlim.sub (hlim.comp (tendsto_add_atTop_nat 1))).div_const (g * h / 2)
  rw [sub_self, zero_div] at h1
  have hne : g * h / 2 ≠ 0 := by positivity
  have hsq : Tendsto (fun n => (x (n + 2) - x n) ^ 2) atTop (𝓝 0) := h1.congr fun n => by
    change (energy h w x n - energy h w x (n + 1)) / (g * h / 2) = _
    rw [div_eq_iff hne, energy_step hg.le hh hx n]
    ring
  have hd : Tendsto (fun n => x (n + 2) - x n) atTop (𝓝 0) := by
    rw [tendsto_zero_iff_abs_tendsto_zero]
    simpa [Function.comp_def, Real.sqrt_sq_eq_abs] using hsq.sqrt
  have hd1 : Tendsto (fun n => x (n + 3) - x (n + 1)) atTop (𝓝 0) :=
    hd.comp (tendsto_add_atTop_nat 1)
  -- two consecutive recurrences express the position through these differences
  have key : ∀ n, (((2 - h ^ 2 * w ^ 2) ^ 2 - 2 * (1 + g * h / 2)) * (x (n + 2) - x n)
      - (2 - h ^ 2 * w ^ 2) * (1 + g * h / 2) * (x (n + 3) - x (n + 1)))
        / (h ^ 2 * w ^ 2 * (4 - h ^ 2 * w ^ 2)) = x n := by
    intro n
    have F1 : (1 + g * h / 2) * x (n + 3)
        = (2 - h ^ 2 * w ^ 2) * x (n + 2) - (1 - g * h / 2) * x (n + 1) :=
      hx.balance hg.le hh (n + 1)
    rw [div_eq_iff hD.ne']
    linear_combination -2 * hx.balance hg.le hh n - (2 - h ^ 2 * w ^ 2) * F1
  have h2 := ((hd.const_mul ((2 - h ^ 2 * w ^ 2) ^ 2 - 2 * (1 + g * h / 2))).sub
    (hd1.const_mul ((2 - h ^ 2 * w ^ 2) * (1 + g * h / 2)))).div_const
      (h ^ 2 * w ^ 2 * (4 - h ^ 2 * w ^ 2))
  rw [mul_zero, mul_zero, sub_zero, zero_div] at h2
  exact h2.congr key

/-- For nonnegative friction, positive time step and `h w ≥ 2`, the recurrence has an alternating
solution `r ^ n` with `r ≤ -1`. -/
theorem exists_alternating_mode {g h w : ℝ} (hg : 0 ≤ g) (hh : 0 < h) (hs : 2 ≤ h * w) :
    ∃ r : ℝ, r ≤ -1 ∧ IsSolution g h w (fun n => r ^ n) := by
  have hb : 0 < damp g h := by unfold damp; positivity
  have hab : 1 + atten g h = 2 * damp g h := by
    unfold atten
    linear_combination -damp_mul hg hh
  have hk : 0 ≤ h ^ 2 * w ^ 2 - 4 := by nlinarith
  obtain ⟨t, ht⟩ : ∃ t, t = damp g h * (2 - h ^ 2 * w ^ 2) := ⟨_, rfl⟩
  have ht1 : 0 ≤ -t - (1 + atten g h) := by
    rw [ht, hab]
    linarith [mul_nonneg hb.le hk]
  have hdisc : (1 - atten g h) ^ 2 ≤ t ^ 2 - 4 * atten g h := by
    have h2 : 0 ≤ -t + (1 + atten g h) := by linarith
    linarith [mul_nonneg ht1 h2]
  have hq := Real.sq_sqrt (le_trans (sq_nonneg _) hdisc)
  have hle := le_trans (le_abs_self _) (Real.abs_le_sqrt hdisc)
  -- the lower root of the characteristic polynomial
  refine ⟨(t - √(t ^ 2 - 4 * atten g h)) / 2, by linarith, fun n => ?_⟩
  change _ = damp g h * (2 - h ^ 2 * w ^ 2) * _ - atten g h * _
  rw [← ht]
  linear_combination ((t - √(t ^ 2 - 4 * atten g h)) / 2) ^ n * hq / 4

/-- For positive friction, time step and frequency, every solution of the noise-free
recurrence tends to zero if and only if `h w < 2`. -/
theorem all_solutions_decay_iff {g h w : ℝ} (hg : 0 < g) (hh : 0 < h) (hw : 0 < w) :
    (∀ x, IsSolution g h w x → Tendsto x atTop (𝓝 0)) ↔ h * w < 2 := by
  refine ⟨fun H => ?_, fun hs x hx => hx.tendsto_zero hg hh hw hs⟩
  by_contra hs
  obtain ⟨r, hr, hsol⟩ := exists_alternating_mode hg.le hh (not_lt.mp hs)
  have h1 : (1 : ℝ) ≤ |0| := ge_of_tendsto' (H _ hsol).abs fun n => by
    rw [abs_pow]
    exact one_le_pow₀ (by linarith [neg_le_abs r])
  norm_num at h1

/-- For positive friction, time step and frequency with `h w < 2`, both the positions and the
velocities of every noise-free trajectory tend to zero. -/
theorem IsTrajectory.tendsto_zero {g h w : ℝ} {x v : ℕ → ℝ} (hg : 0 < g) (hh : 0 < h)
    (hw : 0 < w) (hs : h * w < 2) (T : IsTrajectory g h w x v) :
    Tendsto x atTop (𝓝 0) ∧ Tendsto v atTop (𝓝 0) := by
  have hx := (T.isSolution hg.le hh).tendsto_zero hg hh hw hs
  refine ⟨hx, ?_⟩
  have hb : 0 < damp g h := by unfold damp; positivity
  have h1 := ((hx.comp (tendsto_add_atTop_nat 1)).sub
    (hx.const_mul (1 - damp g h * h ^ 2 / 2 * w ^ 2))).div_const (damp g h * h)
  rw [mul_zero, sub_zero, zero_div] at h1
  refine h1.congr fun n => ?_
  change (x (n + 1) - (1 - damp g h * h ^ 2 / 2 * w ^ 2) * x n) / (damp g h * h) = v n
  rw [div_eq_iff (mul_pos hb hh).ne']
  linear_combination T.pos n

/-- Without friction, and for positive time step and frequency with `h w < 2`, a solution that tends
to zero vanishes at all times. -/
theorem frictionless_decay_trivial {h w : ℝ} {x : ℕ → ℝ} (hh : 0 < h) (hw : 0 < w)
    (hs : h * w < 2) (hx : IsSolution 0 h w x) (hlim : Tendsto x atTop (𝓝 0)) (n : ℕ) :
    x n = 0 := by
  obtain ⟨hD, hlow⟩ := energy_lower hh hw hs x
  have hconst : ∀ m, energy h w x m = energy h w x 0 := by
    intro m
    induction m with
    | zero => rfl
    | succ m ih =>
      rw [energy_step le_rfl hh hx m, ih]
      ring
  have hs1 : Tendsto (fun m => x (m + 1)) atTop (𝓝 0) :=
    hlim.comp (tendsto_add_atTop_nat 1)
  have hE : Tendsto (energy h w x) atTop (𝓝 0) := by
    have h1 := ((hs1.sub hlim).pow 2).add ((hs1.mul hlim).const_mul (h ^ 2 * w ^ 2))
    have e : ((0 : ℝ) - 0) ^ 2 + h ^ 2 * w ^ 2 * (0 * 0) = 0 := by ring
    rw [e] at h1
    exact h1
  -- a conserved energy with limit zero is zero
  have h0 : energy h w x 0 = 0 :=
    tendsto_nhds_unique (tendsto_const_nhds.congr fun m => (hconst m).symm) hE
  have hn := hlow n
  rw [hconst n, h0] at hn
  by_contra hne
  have : 0 < h ^ 2 * w ^ 2 * (4 - h ^ 2 * w ^ 2) / 4 * x n ^ 2 :=
    mul_pos (by linarith) (by positivity)
  linarith

end

end GJFLangevinStability
```

```lean
#print axioms GJFLangevinStability.IsSolution.tendsto_zero
#print axioms GJFLangevinStability.all_solutions_decay_iff
#print axioms GJFLangevinStability.frictionless_decay_trivial
```

```
'GJFLangevinStability.IsSolution.tendsto_zero' depends on axioms: [propext, Classical.choice, Quot.sound]
'GJFLangevinStability.all_solutions_decay_iff' depends on axioms: [propext, Classical.choice, Quot.sound]
'GJFLangevinStability.frictionless_decay_trivial' depends on axioms: [propext, Classical.choice, Quot.sound]
```

## Decay for all initial data, without a rate

`damp` is $b$, `atten` is $a$, and `IsTrajectory` and `IsSolution` hold the updates and the recurrence for real sequences indexed by step number. In `all_solutions_decay_iff`, the quantifier `∀ x` covers all initial data; for $hw\ge2$ some solution fails to decay, though the zero solution still does.

`energy_step` is the energy balance, which `linear_combination` checks by multiplying the recurrence as above, and `energy_lower` is the lower bound that follows from completing the square. `IsSolution.tendsto_zero` uses convergence of a decreasing bounded sequence, and its `key` is the formula for $x_n$. `exists_alternating_mode` supplies the root for the converse. `IsTrajectory.tendsto_zero` adds the velocities, for $hw<2$ only.

Positive friction is needed for decay: at $g=0$ the discrete energy is conserved by `energy_step`, and for $hw<2$ only the zero solution tends to zero, by `frictionless_decay_trivial`.

The theorems concern one harmonic degree of freedom in exact real arithmetic. They give no decay rate, accuracy estimate or sampling statement, and they cover neither thermal noise nor anharmonic forces. A step just below $2/w$ is stable in this sense but resolves the vibration poorly.
